# Bounding the difference between a radial form factor and its monopole by q² times an absolute fourth moment

The theorem `formFactor_sub_monopole` concerns a real radial density g, continuous on [0, rc] with rc ≥ 0, and a wave number q ≥ 0. With sinc x = sin x / x and sinc 0 = 1, it says that the form factor ∫ r² g(r) sinc(qr) dr differs from the monopole ∫ r² g(r) dr by at most (q²/6) ∫ r⁴ |g(r)| dr. All integrals run from 0 to rc, and the angular factor 4π is left out of each. The attempt writes the difference as one integral with the kernel sinc(qr) − 1, then bounds it with `kernel_bound` and `sinc_bounds`.

The failing Lean file:

```lean
import Mathlib

open Filter Topology Set

namespace PAWAugmentationFormFactor

noncomputable section

/-- The radial moment `∫ rⁿ g(r) dr` over the augmentation sphere of radius `rc`. -/
def moment (rc : ℝ) (n : ℕ) (g : ℝ → ℝ) : ℝ := ∫ r in (0 : ℝ)..rc, r ^ n * g r

/-- The spherical form factor of a radial density `g` in the augmentation sphere,
with `sinc x = sin x / x` continued by `1` at the origin. -/
def formFactor (rc : ℝ) (g : ℝ → ℝ) (q : ℝ) : ℝ :=
  ∫ r in (0 : ℝ)..rc, r ^ 2 * g r * Real.sinc (q * r)

/-- A function that starts at zero and has nonnegative slope for `x ≥ 0` is nonnegative there. -/
lemma nonneg_of_slope {f f' : ℝ → ℝ} (h : ∀ x, HasDerivAt f (f' x) x) (h0 : f 0 = 0)
    (hp : ∀ x, 0 ≤ x → 0 ≤ f' x) {x : ℝ} (hx : 0 ≤ x) : 0 ≤ f x := by
  have hm : MonotoneOn f (Ici 0) := by
    refine monotoneOn_of_deriv_nonneg (convex_Ici 0)
      (fun y _ => (h y).continuousAt.continuousWithinAt)
      (fun y _ => (h y).differentiableAt.differentiableWithinAt) (fun y hy => ?_)
    rw [(h y).deriv]
    exact hp y (interior_subset hy)
  have := hm (mem_Ici.2 le_rfl) (mem_Ici.2 hx) hx
  rwa [h0] at this

/-- Long-wavelength bounds on the spherical wave `sin x / x` for `x ≥ 0`. -/
theorem sinc_bounds {x : ℝ} (hx : 0 ≤ x) :
    1 - x ^ 2 / 6 ≤ Real.sinc x ∧ Real.sinc x ≤ 1 - x ^ 2 / 6 + x ^ 4 / 120 ∧
      Real.sinc x ≤ 1 := by
  -- integrate the cosine bound three times
  have s1 : ∀ y : ℝ, 0 ≤ y → 0 ≤ Real.sin y - y + y ^ 3 / 6 := fun y hy =>
    nonneg_of_slope (f := fun y => Real.sin y - y + y ^ 3 / 6)
      (f' := fun y => Real.cos y - 1 + y ^ 2 / 2)
      (fun y => (((Real.hasDerivAt_sin y).fun_sub (hasDerivAt_id' y)).fun_add
        ((hasDerivAt_pow 3 y).div_const 6)).congr_deriv (by ring))
      (by simp) (fun y _ => by linarith [Real.one_sub_sq_div_two_le_cos (x := y)]) hy
  have c1 : ∀ y : ℝ, 0 ≤ y → 0 ≤ y ^ 4 / 24 - y ^ 2 / 2 + 1 - Real.cos y := fun y hy =>
    nonneg_of_slope (f := fun y => y ^ 4 / 24 - y ^ 2 / 2 + 1 - Real.cos y)
      (f' := fun y => Real.sin y - y + y ^ 3 / 6)
      (fun y => (((((hasDerivAt_pow 4 y).div_const 24).fun_sub
        ((hasDerivAt_pow 2 y).div_const 2)).add_const 1).fun_sub
          (Real.hasDerivAt_cos y)).congr_deriv (by ring))
      (by simp) s1 hy
  have s2 : ∀ y : ℝ, 0 ≤ y → 0 ≤ y ^ 5 / 120 - y ^ 3 / 6 + y - Real.sin y := fun y hy =>
    nonneg_of_slope (f := fun y => y ^ 5 / 120 - y ^ 3 / 6 + y - Real.sin y)
      (f' := fun y => y ^ 4 / 24 - y ^ 2 / 2 + 1 - Real.cos y)
      (fun y => (((((hasDerivAt_pow 5 y).div_const 120).fun_sub
        ((hasDerivAt_pow 3 y).div_const 6)).fun_add (hasDerivAt_id' y)).fun_sub
          (Real.hasDerivAt_sin y)).congr_deriv (by ring))
      (by simp) c1 hy
  rcases hx.eq_or_lt with h | h
  · subst h
    simp
  · rw [Real.sinc_of_ne_zero h.ne', le_div_iff₀ h, div_le_iff₀ h, div_le_iff₀ h]
    refine ⟨?_, ?_, ?_⟩
    · linarith [s1 x hx]
    · linarith [s2 x hx]
    · linarith [Real.sin_le hx]

/-- If a radial kernel is bounded by `C rⁿ`, its integral against `r² g` is bounded in absolute value
by `C` times the absolute moment of order `n + 2`. -/
lemma kernel_bound {rc C : ℝ} {n : ℕ} {g k : ℝ → ℝ} (hc : 0 ≤ rc)
    (hg : ContinuousOn g (Icc 0 rc)) (hk : Continuous k)
    (hb : ∀ r, 0 ≤ r → |k r| ≤ C * r ^ n) :
    |∫ r in (0 : ℝ)..rc, r ^ 2 * g r * k r| ≤ C * moment rc (n + 2) (fun r => |g r|) := by
  have h1 : ContinuousOn (fun r => r ^ 2 * g r * k r) (Icc 0 rc) :=
    ((continuous_pow 2).continuousOn.mul hg).mul hk.continuousOn
  have h2 : ContinuousOn (fun r => C * (r ^ (n + 2) * |g r|)) (Icc 0 rc) :=
    continuousOn_const.mul ((continuous_pow (n + 2)).continuousOn.mul hg.abs)
  unfold moment
  rw [← intervalIntegral.integral_const_mul]
  refine (intervalIntegral.abs_integral_le_integral_abs hc).trans
    (intervalIntegral.integral_mono_on hc (h1.abs.intervalIntegrable_of_Icc hc)
      (h2.intervalIntegrable_of_Icc hc) fun r hr => ?_)
  calc |r ^ 2 * g r * k r| = r ^ 2 * |g r| * |k r| := by
        rw [abs_mul, abs_mul, abs_of_nonneg (sq_nonneg r)]
    _ ≤ r ^ 2 * |g r| * (C * r ^ n) :=
        mul_le_mul_of_nonneg_left (hb r hr.1) (by positivity)
    _ = C * (r ^ (n + 2) * |g r|) := by ring

/-- The form factor differs from the monopole by at most `(q²/6) ∫ r⁴ |g| dr`. -/
theorem formFactor_sub_monopole {rc q : ℝ} {g : ℝ → ℝ} (hc : 0 ≤ rc)
    (hg : ContinuousOn g (Icc 0 rc)) (hq : 0 ≤ q) :
    |formFactor rc g q - moment rc 2 g| ≤ q ^ 2 / 6 * moment rc 4 (fun r => |g r|) := by
  have hs : Continuous fun r : ℝ => Real.sinc (q * r) :=
    Real.continuous_sinc.comp (continuous_const.mul continuous_id)
  have c2 : ContinuousOn (fun r => r ^ 2 * g r) (Icc 0 rc) :=
    (continuous_pow 2).continuousOn.mul hg
  have e : formFactor rc g q - moment rc 2 g =
      ∫ r in (0 : ℝ)..rc, r ^ 2 * g r * (Real.sinc (q * r) - 1) := by
    unfold formFactor moment
    rw [← intervalIntegral.integral_sub
      ((c2.mul hs.continuousOn).intervalIntegrable_of_Icc hc) (c2.intervalIntegrable_of_Icc hc)]
    refine intervalIntegral.integral_congr ?_
    intro r _
    beta_reduce
    ring
  rw [e]
  refine kernel_bound (n := 2) hc hg (hs.sub continuous_const) fun r hr => ?_
  obtain ⟨h1, -, h3⟩ := sinc_bounds (mul_nonneg hq hr)
  rw [abs_le]
  constructor <;> nlinarith [sq_nonneg (q * r)]

end

end PAWAugmentationFormFactor
```

Lean reports:

```
Main.lean:95:8: error: Tactic `rewrite` failed: Did not find an occurrence of the pattern
  ∫ (x : ℝ) in 0..rc, ((fun r => r ^ 2 * g r) * fun r => Real.sinc (q * r)) x ∂?m.240 -
    ∫ (x : ℝ) in 0..rc, x ^ 2 * g x ∂?m.240
in the target expression
  (∫ (r : ℝ) in 0..rc, r ^ 2 * g r * Real.sinc (q * r)) - ∫ (r : ℝ) in 0..rc, r ^ 2 * g r =
    ∫ (r : ℝ) in 0..rc, r ^ 2 * g r * (Real.sinc (q * r) - 1)

rc q : ℝ
g : ℝ → ℝ
hc : 0 ≤ rc
hg : ContinuousOn g (Icc 0 rc)
hq : 0 ≤ q
hs : Continuous fun r => Real.sinc (q * r)
c2 : ContinuousOn (fun r => r ^ 2 * g r) (Icc 0 rc)
⊢ (∫ (r : ℝ) in 0..rc, r ^ 2 * g r * Real.sinc (q * r)) - ∫ (r : ℝ) in 0..rc, r ^ 2 * g r =
    ∫ (r : ℝ) in 0..rc, r ^ 2 * g r * (Real.sinc (q * r) - 1)
```

Diagnosis. The error arises where two integrals are to be merged into one by rewriting backwards with `intervalIntegral.integral_sub`. Lean takes the integrands to look for from the integrability proofs supplied. The first proof is built from `c2.mul hs.continuousOn`, and its integrand appears in the message as a product of two functions, `(fun r => r ^ 2 * g r) * fun r => Real.sinc (q * r)`, applied to `x`. The goal has the product of values instead, `r ^ 2 * g r * Real.sinc (q * r)`. Both mean the same, but `rw` looks for the pattern's form and does not unfold the product of functions to find it.

The repair adds `c1`, which states the same continuity with the integrand written as in the goal. Lean accepts the old proof for it, since the two forms agree by definition. With `c1` in the rewrite, the pattern has the goal's form and is found.

Fix (accepted with no message):

```diff
@@ -90,9 +90,11 @@
   have c2 : ContinuousOn (fun r => r ^ 2 * g r) (Icc 0 rc) :=
     (continuous_pow 2).continuousOn.mul hg
+  have c1 : ContinuousOn (fun r => r ^ 2 * g r * Real.sinc (q * r)) (Icc 0 rc) :=
+    c2.mul hs.continuousOn
   have e : formFactor rc g q - moment rc 2 g =
       ∫ r in (0 : ℝ)..rc, r ^ 2 * g r * (Real.sinc (q * r) - 1) := by
     unfold formFactor moment
     rw [← intervalIntegral.integral_sub
-      ((c2.mul hs.continuousOn).intervalIntegrable_of_Icc hc) (c2.intervalIntegrable_of_Icc hc)]
+      (c1.intervalIntegrable_of_Icc hc) (c2.intervalIntegrable_of_Icc hc)]
     refine intervalIntegral.integral_congr ?_
     intro r _
```
